# The parallel-replica clock N(M−1)+J has the escape law of a single replica when the escape times are independent and geometric with the same p

A trajectory trapped in a metastable state may need very many time steps to leave it. Parallel-replica simulation runs $N$ copies in that state and stops at the first escape, and it must then decide how much time a single trajectory would have spent there. In discrete time several copies can escape during the same step, so the model needs a rule for ties. The rule chosen here is that the replicas carry fixed numbers $1,\dots,N$, and among those that escape first, the one with the smallest number wins.

Let $M$ be the step of the first escape and $J$ the winner's number. The clock is $N(M-1)+J$: all replicas are charged for the $M-1$ completed steps, and in the last step only those up to and including the winner. If the escape times are independent and geometric with the same success probability $p\in(0,1]$, this clock is geometric with the same $p$.

Here $p$ is the probability of escaping in one step, given that the trajectory is still in the state. Its constancy stands for a system that has forgotten how it entered. For a real simulation, independence and the geometric law are assumptions to be justified separately. For Markov dynamics it is enough to start the replicas independently from the quasi-stationary distribution of the state, where the escape probability per step is constant, and to run them with independent noise.

## Counting trials across the replicas

Number the replicas $i=0,\dots,N-1$ for the calculation, so that winner $j$ has $J=j+1$. Let $T_i$ be the escape time of replica $i$, with

$$P(T_i=k+1)=p(1-p)^k,\qquad k=0,1,2,\dots$$

Since $T_i\ge 1$, we have $P(T_i>0)=1$. To survive step $m$ is either to escape at step $m+1$ or to survive that step too. If $P(T_i>m)=(1-p)^m$, then

$$P(T_i>m+1)=(1-p)^m-p(1-p)^m=(1-p)^{m+1},$$

so the survival formula holds for every $m$ by induction.

The event $M=m+1$, $J=j+1$ puts one condition on each replica:

- For $i<j$, $T_i>m+1$, with probability $(1-p)^{m+1}$.
- For $i=j$, $T_j=m+1$, with probability $p(1-p)^m$.
- For $i>j$, $T_i\ge m+1$, with probability $(1-p)^m$.

There are $j$ replicas of the first kind and $N-1-j$ of the third. By independence,

$$P(M=m+1,\,J=j+1)=(1-p)^{(m+1)j}\,p(1-p)^m\,(1-p)^{m(N-1-j)}=p(1-p)^{Nm+j}.$$

On this event the clock reads $Nm+j+1$. Every integer $k\ge0$ is $Nm+j$ for exactly one pair with $m\ge0$ and $0\le j<N$, so the clock equals $k+1$ with probability $p(1-p)^k$.

For $N=1$ the winner is always number 1 and the clock is the single escape time. For $p=1$ every replica escapes at once, and the clock reads 1 with probability one.

For accelerated molecular dynamics, the result says that charging time in this way reproduces the residence-time law of a single replica run with the same time step, provided the escape times are independent and geometric with the same $p$. Any error that the time step causes in the dynamics itself remains. The result concerns the time of escape and says nothing about the state reached.

## Escape times, winner and clock in Lean

The sample space is `Ω` with measure `μ`; `N` and `p` are as above.

```lean
import Mathlib

open MeasureTheory ProbabilityTheory

namespace ParallelReplica

noncomputable section

variable {Ω : Type*} [MeasurableSpace Ω] {μ : Measure Ω} {N : ℕ} {p : ℝ}
```

`IsGeometric μ T p` describes a random time `T` counted from 1; some textbooks use the same name for the number of failures, which starts at 0. The field `law` gives the probabilities, with `μ.real` the measure as a real number, and the other fields record measurability, the lower bound 1 and the range of `p`.

```lean
/-- The random time `T` takes values in `1, 2, ...` and is geometric with success probability
`p` in `(0, 1]`: it equals `k + 1` with probability `p (1 - p) ^ k`. -/
structure IsGeometric (μ : Measure Ω) (T : Ω → ℕ) (p : ℝ) : Prop where
  measurable : Measurable T
  one_le : ∀ ω, 1 ≤ T ω
  pos : 0 < p
  le_one : p ≤ 1
  law : ∀ k : ℕ, μ.real {ω | T ω = k + 1} = p * (1 - p) ^ k
```

The next definitions act on one list `t` of escape times, indexed by `Fin N`, that is, from 0 to $N-1$. The first is $M$.

```lean
/-- The step `M` of the first escape among `N ≥ 1` replicas with escape times `t`. -/
def firstEscape (t : Fin N → ℕ) : ℕ := ⨅ i, t i
```

$J$ is the least element of the set of winning numbers. The `+ 1` converts the index from 0 into a number from 1.

```lean
/-- The number `J`, counted from 1, of the first replica in the list that escapes at the step
`M`, for `N ≥ 1` replicas. -/
def firstReplica (t : Fin N → ℕ) : ℕ :=
  sInf {j : ℕ | ∃ i : Fin N, t i = firstEscape t ∧ j = (i : ℕ) + 1}
```

The clock combines the two.

```lean
/-- The parallel-replica clock `N (M - 1) + J`, for `N ≥ 1` replicas and escape times `≥ 1`. -/
def clock (t : Fin N → ℕ) : ℕ := N * (firstEscape t - 1) + firstReplica t
```

## Survival probabilities and the winning event

The first theorem is the survival formula, together with its converse. The auxiliary statement `split` is the decomposition used by hand; the forward direction is the induction, and the converse subtracts consecutive survival probabilities.

```lean
/-- A random time (a measurable function on a probability space) with values in `1, 2, ...` has the
geometric law `p (1 - p) ^ k` at `k + 1` exactly when it exceeds `m` with probability `(1 - p) ^ m`
for every `m`. -/
theorem law_iff_survival [IsProbabilityMeasure μ] {T : Ω → ℕ} (hm : Measurable T)
    (h1 : ∀ ω, 1 ≤ T ω) :
    (∀ k : ℕ, μ.real {ω | T ω = k + 1} = p * (1 - p) ^ k) ↔
      ∀ m : ℕ, μ.real {ω | m < T ω} = (1 - p) ^ m := by
  -- surviving step m means escaping at step m + 1 or surviving that step too
  have split : ∀ m : ℕ, μ.real {ω | m < T ω} =
      μ.real {ω | T ω = m + 1} + μ.real {ω | m + 1 < T ω} := by
    intro m
    have hs : {ω | m < T ω} = {ω | T ω = m + 1} ∪ {ω | m + 1 < T ω} := by
      ext ω
      simp only [Set.mem_ofPred_eq, Set.mem_union]
      omega
    have hd : Disjoint {ω | T ω = m + 1} {ω | m + 1 < T ω} := by
      rw [Set.disjoint_left]
      intro ω h h'
      simp only [Set.mem_ofPred_eq] at h h'
      omega
    rw [hs, measureReal_union hd (measurableSet_lt measurable_const hm)]
  constructor
  · intro h m
    induction m with
    | zero =>
      have hu : {ω | 0 < T ω} = Set.univ := Set.eq_univ_of_forall h1
      rw [hu, probReal_univ, pow_zero]
    | succ m ih =>
      have hs := split m
      rw [ih, h m] at hs
      rw [pow_succ]
      linarith
  · intro h k
    have hs := split k
    rw [h k, h (k + 1), pow_succ] at hs
    linarith
```

With at least one replica, which is what `NeZero N` says, the minimum is attained. The set defining $J$ is therefore nonempty and contains its least element.

```lean
/-- Among `N ≥ 1` replicas some replica escapes at the first escape step and carries the
number `J`. -/
theorem firstReplica_spec [NeZero N] (t : Fin N → ℕ) :
    ∃ i : Fin N, t i = firstEscape t ∧ firstReplica t = (i : ℕ) + 1 := by
  have : Nonempty (Fin N) := ⟨0⟩
  obtain ⟨i, hi⟩ := Nat.sInf_mem (Set.range_nonempty t)
  have hne : {j : ℕ | ∃ i : Fin N, t i = firstEscape t ∧ j = (i : ℕ) + 1}.Nonempty :=
    ⟨(i : ℕ) + 1, i, hi, rfl⟩
  exact Nat.sInf_mem hne
```

The three conditions on the replicas are now proved equivalent to the winning event. In this theorem `m` is the escape step itself, so the later application puts `m + 1` in its place. From left to right, a replica before the winner that escaped no later would contradict the minimality of $J$. From right to left, comparing the actual winner `w` with `j` fixes first $M$ and then $J$.

```lean
/-- Replica `j` (counted from 0) wins at step `m` exactly when it escapes at `m`, the replicas
before it escape later than `m`, and those after it escape no earlier than `m`. -/
theorem winner_iff [NeZero N] (t : Fin N → ℕ) (m : ℕ) (j : Fin N) :
    (firstEscape t = m ∧ firstReplica t = (j : ℕ) + 1) ↔
      ∀ i, (i < j → m < t i) ∧ (i = j → t i = m) ∧ (j < i → m ≤ t i) := by
  have hle : ∀ i, firstEscape t ≤ t i := fun i => Nat.sInf_le (Set.mem_range_self i)
  have hmin : ∀ i : Fin N, t i = firstEscape t → firstReplica t ≤ (i : ℕ) + 1 :=
    fun i hi => Nat.sInf_le ⟨i, hi, rfl⟩
  obtain ⟨w, hw, hJ⟩ := firstReplica_spec t
  constructor
  · rintro ⟨hM, hj⟩ i
    have hwj : w = j := Fin.ext (by omega)
    subst hwj
    have hi := hle i
    refine ⟨fun h => ?_, fun h => by rw [h, hw, hM], fun _ => by omega⟩
    by_contra hc
    have h2 := hmin i (by omega)
    have h3 : (i : ℕ) < w := h
    omega
  · intro h
    have hj := (h j).2.1 rfl
    have hlej := hle j
    have hM : firstEscape t = m := by
      rcases lt_trichotomy w j with h' | h' | h'
      · have := (h w).1 h'
        omega
      · have := (h w).2.1 h'
        omega
      · have := (h w).2.2 h'
        omega
    refine ⟨hM, ?_⟩
    have h2 := hmin j (by omega)
    have h3 : ¬ w < j := fun h' => by
      have := (h w).1 h'
      omega
    have h4 : (j : ℕ) ≤ w := not_lt.mp h3
    omega
```

The clock reading determines both $M$ and $J$. Since $J$ lies between 1 and $N$, a wrong value of $M-1$ would shift the clock by at least $N$, more than $J$ can compensate.

```lean
/-- For escape times `≥ 1`, the clock reads `N m + j + 1` with `j < N` exactly when the first
escape is at step `m + 1` and the winner has number `j + 1`. -/
theorem clock_eq_iff [NeZero N] (t : Fin N → ℕ) (ht : ∀ i, 1 ≤ t i) (m : ℕ) (j : Fin N) :
    clock t = N * m + j + 1 ↔ firstEscape t = m + 1 ∧ firstReplica t = (j : ℕ) + 1 := by
  obtain ⟨w, hw, hJ⟩ := firstReplica_spec t
  have h1 := ht w
  have hwN := w.isLt
  have hjN := j.isLt
  unfold clock
  constructor
  · intro h
    -- uniqueness of division with remainder
    have hM : firstEscape t - 1 = m := by
      rcases lt_trichotomy (firstEscape t - 1) m with h' | h' | h'
      · nlinarith [Nat.mul_le_mul_left N (Nat.succ_le_of_lt h')]
      · exact h'
      · nlinarith [Nat.mul_le_mul_left N (Nat.succ_le_of_lt h')]
    rw [hM] at h
    omega
  · rintro ⟨hM, hj⟩
    rw [hM, hj, Nat.add_sub_cancel, add_assoc]
```

## From independence to the law of the clock

`iIndepFun T μ` is joint independence of the whole family, not only of pairs. It turns the probability that each replica meets its own condition `P i` into a product.

```lean
/-- For independent replicas, the probability that every replica meets its own condition is
the product of the single-replica probabilities. -/
theorem prob_forall {T : Fin N → Ω → ℕ} (hind : iIndepFun T μ) (P : Fin N → ℕ → Prop) :
    μ.real {ω | ∀ i, P i (T i ω)} = ∏ i, μ.real {ω | P i (T i ω)} := by
  have key : μ (⋂ i ∈ Finset.univ, T i ⁻¹' {k | P i k}) =
      ∏ i ∈ Finset.univ, μ (T i ⁻¹' {k | P i k}) :=
    iIndepFun_iff_measure_inter_preimage_eq_mul.mp hind Finset.univ
      (fun i _ => MeasurableSet.of_discrete)
  have hs : {ω | ∀ i, P i (T i ω)} = ⋂ i ∈ Finset.univ, T i ⁻¹' {k | P i k} := by
    ext ω
    simp
  simp only [Measure.real]
  rw [hs, key, ENNReal.toReal_prod]
  rfl
```

The joint law follows. The statement `hfac` treats the three kinds of replica and writes each probability as $(1-p)^m$ times a correction: $1-p$ before the winner, $p$ at the winner and 1 after it. Then `hbefore` counts the $j$ replicas before the winner, and the product gives $p(1-p)^{Nm+j}$.

```lean
/-- For independent geometric escape times with common `p`, the first escape is at step `m + 1`
in replica number `j + 1` with probability `p (1 - p) ^ (N m + j)`. -/
theorem joint_law [NeZero N] [IsProbabilityMeasure μ] {T : Fin N → Ω → ℕ}
    (hind : iIndepFun T μ) (hT : ∀ i, IsGeometric μ (T i) p) (m : ℕ) (j : Fin N) :
    μ.real {ω | firstEscape (fun i => T i ω) = m + 1 ∧
      firstReplica (fun i => T i ω) = (j : ℕ) + 1} = p * (1 - p) ^ (N * m + j) := by
  have hsurv := fun i => (law_iff_survival (hT i).measurable (hT i).one_le).mp (hT i).law
  simp only [winner_iff]
  -- each replica contributes (1 - p) ^ m, times 1 - p before the winner and p at the winner
  have hfac : ∀ i, μ.real {ω | (i < j → m + 1 < T i ω) ∧ (i = j → T i ω = m + 1) ∧
      (j < i → m + 1 ≤ T i ω)} =
      (1 - p) ^ m * ((if i < j then 1 - p else 1) * (if i = j then p else 1)) := by
    intro i
    rcases lt_trichotomy i j with h | h | h
    · have hs : {ω | (i < j → m + 1 < T i ω) ∧ (i = j → T i ω = m + 1) ∧
          (j < i → m + 1 ≤ T i ω)} = {ω | m + 1 < T i ω} := by
        ext ω
        simp [h, h.ne, lt_asymm h]
      rw [hs, hsurv i, if_pos h, if_neg h.ne]
      ring
    · have hs : {ω | (i < j → m + 1 < T i ω) ∧ (i = j → T i ω = m + 1) ∧
          (j < i → m + 1 ≤ T i ω)} = {ω | T i ω = m + 1} := by
        ext ω
        simp [h]
      rw [hs, (hT i).law, if_neg (by simp [h]), if_pos h]
      ring
    · have hs : {ω | (i < j → m + 1 < T i ω) ∧ (i = j → T i ω = m + 1) ∧
          (j < i → m + 1 ≤ T i ω)} = {ω | m < T i ω} := by
        ext ω
        simp [h, h.ne', lt_asymm h]
      rw [hs, hsurv i, if_neg (lt_asymm h), if_neg h.ne']
      ring
  have hbefore : ∏ i : Fin N, (if i < j then 1 - p else 1) = (1 - p) ^ (j : ℕ) := by
    rw [Finset.prod_ite, Finset.prod_const, Finset.prod_const_one, mul_one,
      show Finset.univ.filter (fun i : Fin N => i < j) = Finset.Iio j by ext; simp,
      Fin.card_Iio]
  refine (prob_forall hind (fun i k => (i < j → m + 1 < k) ∧ (i = j → k = m + 1) ∧
    (j < i → m + 1 ≤ k))).trans ((Finset.prod_congr rfl fun i _ => hfac i).trans ?_)
  rw [Finset.prod_mul_distrib, Finset.prod_mul_distrib, hbefore, Finset.prod_const,
    Finset.card_univ, Fintype.card_fin, Finset.prod_ite_eq' Finset.univ j (fun _ => p),
    if_pos (Finset.mem_univ j), pow_add, mul_comm N m, pow_mul]
  ring
```

The main theorem supplies the fields of `IsGeometric` for the clock. For `law`, the quotient `k / N` and the remainder `k % N` serve as $m$ and $j$; the event for the clock becomes the event for the pair, and `joint_law` gives its probability.

```lean
/-- Discrete parallel replica: for `N ≥ 1` independent geometric escape times with common `p`,
the clock `N (M - 1) + J` is geometric with the same `p`. -/
theorem clock_isGeometric [NeZero N] [IsProbabilityMeasure μ] {T : Fin N → Ω → ℕ}
    (hind : iIndepFun T μ) (hT : ∀ i, IsGeometric μ (T i) p) :
    IsGeometric μ (fun ω => clock (fun i => T i ω)) p where
  measurable := (Measurable.of_discrete (f := (clock : (Fin N → ℕ) → ℕ))).comp
    (measurable_pi_lambda _ fun i => (hT i).measurable)
  one_le ω := by
    obtain ⟨w, -, hJ⟩ := firstReplica_spec (fun i => T i ω)
    unfold clock
    omega
  pos := (hT 0).pos
  le_one := (hT 0).le_one
  law k := by
    -- write k = N m + j with j < N
    have hk := Nat.div_add_mod k N
    have hj : k % N < N := Nat.mod_lt k (Nat.pos_of_ne_zero (NeZero.ne N))
    have hs : {ω | clock (fun i => T i ω) = k + 1} =
        {ω | firstEscape (fun i => T i ω) = k / N + 1 ∧
          firstReplica (fun i => T i ω) = ((⟨k % N, hj⟩ : Fin N) : ℕ) + 1} := by
      ext ω
      have h := clock_eq_iff (fun i => T i ω) (fun i => (hT i).one_le ω) (k / N) ⟨k % N, hj⟩
      simp only [hk] at h
      exact h
    rw [hs, joint_law hind hT]
    simp only [hk]
```

## Ignoring the winner's number

The simpler clock $NM$ charges every replica for the whole last step, so it exceeds the clock above by $N-J$, at most $N-1$ steps. For $N\ge2$ it takes only multiples of $N$ and never equals 1, whereas a geometric time equals 1 with positive probability. The theorem therefore needs no assumption on the escape times and excludes every parameter `q`.

```lean
/-- For `N ≥ 2` replicas the cruder clock `N M`, which ignores the winner's number, is not
geometric for any success probability `q`. -/
theorem naive_clock_not_isGeometric (hN : 2 ≤ N) (T : Fin N → Ω → ℕ) (q : ℝ) :
    ¬ IsGeometric μ (fun ω => N * firstEscape (fun i => T i ω)) q := by
  intro h
  -- the value 1 is never reached
  have hs : {ω | N * firstEscape (fun i => T i ω) = 0 + 1} = ∅ := by
    refine Set.eq_empty_of_forall_notMem fun ω hω => ?_
    have h1 : N * firstEscape (fun i => T i ω) = 1 := hω
    have h2 : N = 1 := Nat.dvd_one.mp ⟨_, h1.symm⟩
    omega
  have hl := h.law 0
  rw [hs, measureReal_empty, pow_zero, mul_one] at hl
  exact h.pos.ne hl
```

## Replicas built from a product measure

Independent geometric times exist for every $N$ and every $p\in(0,1]$. The construction starts from the law of the number of failed steps, with weight $p(1-p)^k$ at $k$.

```lean
/-- The law of the number of failed steps before an escape, for `p` in `(0, 1]`: weight
`p (1 - p) ^ k` at `k`. -/
def failureLaw (p : ℝ) : Measure ℕ :=
  Measure.sum fun k => ENNReal.ofReal (p * (1 - p) ^ k) • Measure.dirac k
```

The geometric series shows that the weights sum to 1. Under the product of $N$ copies of this law the coordinates are independent, and each one has the original law; adding 1 turns failures into escape times.

```lean
/-- For `p` in `(0, 1]`, the times `ω i + 1` under the product of `N` copies of `failureLaw p`
are independent and geometric with success probability `p`. -/
theorem isGeometric_witness (N : ℕ) (hp : 0 < p) (hp1 : p ≤ 1) :
    iIndepFun (fun (i : Fin N) (ω : Fin N → ℕ) => ω i + 1)
      (Measure.pi fun _ : Fin N => failureLaw p) ∧
    ∀ i : Fin N, IsGeometric (Measure.pi fun _ : Fin N => failureLaw p)
      (fun ω => ω i + 1) p := by
  have h0 : 0 ≤ 1 - p := by linarith
  have hnn : ∀ k : ℕ, 0 ≤ p * (1 - p) ^ k := fun k => by positivity
  have hsum : HasSum (fun k : ℕ => p * (1 - p) ^ k) 1 := by
    have h := (hasSum_geometric_of_lt_one h0 (by linarith)).mul_left p
    rwa [sub_sub_cancel, mul_inv_cancel₀ hp.ne'] at h
  have : IsProbabilityMeasure (failureLaw p) := ⟨by
    rw [failureLaw, Measure.sum_apply _ MeasurableSet.univ]
    simp only [Measure.smul_apply, measure_univ, smul_eq_mul, mul_one]
    rw [← ENNReal.ofReal_tsum_of_nonneg hnn hsum.summable, hsum.tsum_eq, ENNReal.ofReal_one]⟩
  refine ⟨iIndepFun_pi (X := fun _ k => k + 1)
    (fun _ => Measurable.of_discrete.aemeasurable), fun i =>
    ⟨Measurable.of_discrete, fun ω => Nat.le_add_left 1 (ω i), hp, hp1, fun k => ?_⟩⟩
  have hs : {ω : Fin N → ℕ | ω i + 1 = k + 1} =
      (Function.eval i : (Fin N → ℕ) → ℕ) ⁻¹' ({k} : Set ℕ) := by
    ext ω
    simp
  -- each coordinate of the product measure has the law `failureLaw p`
  have hm : (Measure.pi fun _ : Fin N => failureLaw p)
      ((Function.eval i : (Fin N → ℕ) → ℕ) ⁻¹' ({k} : Set ℕ)) = failureLaw p {k} :=
    (measurePreserving_eval (fun _ : Fin N => failureLaw p) i).measure_preimage
      (measurableSet_singleton k).nullMeasurableSet
  have hk : failureLaw p {k} = ENNReal.ofReal (p * (1 - p) ^ k) := by
    rw [failureLaw, Measure.sum_apply _ (measurableSet_singleton k), tsum_eq_single k]
    · simp
    · intro n hn
      simp [hn]
  rw [hs, Measure.real, hm, hk, ENNReal.toReal_ofReal (hnn k)]

end

end ParallelReplica
```

```lean
#print axioms ParallelReplica.clock_isGeometric
#print axioms ParallelReplica.naive_clock_not_isGeometric
```

```
'ParallelReplica.clock_isGeometric' depends on axioms: [propext, Classical.choice, Quot.sound]
'ParallelReplica.naive_clock_not_isGeometric' depends on axioms: [propext, Classical.choice, Quot.sound]
```
